# The zero-padded inverse of a fragment block inverts the full matrix from the right on the fragment's rows and from the left on its columns

Take any complex square matrix `M` indexed by a finite set of sites, and a fragment `S` of those sites whose diagonal block of `M` is invertible; `M` itself need be neither Hermitian nor invertible. Invert that block and pad it with zeros to all sites, giving a matrix P. The theorem `paddedInv_inverts` says that for each site k in the fragment and every site j, the (k, j) entry of MP and the (j, k) entry of PM are those of the identity matrix. The attempt first proves both facts as matrix equations, using the embedding of the fragment into the full space, and then reads off single entries. For MP it treats j = k and j ≠ k separately.

The failing Lean file:

```lean
import Mathlib

open Matrix
open scoped ComplexOrder

namespace OverlappingFragments

noncomputable section

variable {n : Type*} [Fintype n] [DecidableEq n]

/-- The matrix that places a vector on the fragment `S` into the space of all sites. -/
def embed (S : Finset n) : Matrix n S ℂ :=
  Matrix.of fun i s => if i = s.1 then 1 else 0

/-- The block of `M` belonging to the sites of the fragment `S`. -/
def fragment (M : Matrix n n ℂ) (S : Finset n) : Matrix S S ℂ :=
  M.submatrix Subtype.val Subtype.val

/-- The inverse of the fragment block, padded with zeros to all sites. -/
def paddedInv (M : Matrix n n ℂ) (S : Finset n) : Matrix n n ℂ :=
  embed S * (fragment M S)⁻¹ * (embed S)ᵀ

/-- Multiplying by the transposed embedding from the left selects the rows of the fragment. -/
theorem embed_transpose_mul_apply {m : Type*} (S : Finset n) (X : Matrix n m ℂ)
    (s : S) (j : m) : ((embed S)ᵀ * X) s j = X s.1 j := by
  simp [embed, Matrix.mul_apply]

/-- Multiplying by the embedding from the right selects the columns of the fragment. -/
theorem mul_embed_apply {m : Type*} (S : Finset n) (X : Matrix m n ℂ)
    (i : m) (s : S) : (X * embed S) i s = X i s.1 := by
  simp [embed, Matrix.mul_apply]

/-- The fragment block is the full matrix compressed by the embedding. -/
theorem fragment_eq (M : Matrix n n ℂ) (S : Finset n) :
    fragment M S = (embed S)ᵀ * M * embed S := by
  ext s t
  rw [mul_embed_apply, embed_transpose_mul_apply]
  rfl

/-- On the sites of an invertible fragment, the padded inverse inverts the full matrix:
from the right on fragment rows and from the left on fragment columns. -/
theorem paddedInv_inverts (M : Matrix n n ℂ) (S : Finset n)
    (hS : IsUnit (fragment M S).det) (k : n) (hk : k ∈ S) (j : n) :
    (M * paddedInv M S) k j = (1 : Matrix n n ℂ) k j ∧
      (paddedInv M S * M) j k = (1 : Matrix n n ℂ) j k := by
  have hF := fragment_eq M S
  have e₁ : (embed S)ᵀ * (M * paddedInv M S) = (embed S)ᵀ := by
    calc (embed S)ᵀ * (M * paddedInv M S)
        = ((embed S)ᵀ * M * embed S) * (fragment M S)⁻¹ * (embed S)ᵀ := by
          simp only [paddedInv, Matrix.mul_assoc]
      _ = (embed S)ᵀ := by
          rw [← hF, Matrix.mul_nonsing_inv _ hS, Matrix.one_mul]
  have e₂ : (paddedInv M S * M) * embed S = embed S := by
    calc (paddedInv M S * M) * embed S
        = embed S * ((fragment M S)⁻¹ * ((embed S)ᵀ * M * embed S)) := by
          simp only [paddedInv, Matrix.mul_assoc]
      _ = embed S := by
          rw [← hF, Matrix.nonsing_inv_mul _ hS, Matrix.mul_one]
  constructor
  · rw [← embed_transpose_mul_apply S (M * paddedInv M S) ⟨k, hk⟩ j, e₁]
    by_cases h : j = k
    · simp [embed, h]
    · simp [embed, h, Matrix.one_apply_ne (Ne.symm h)]
  · rw [← mul_embed_apply S (paddedInv M S * M) j ⟨k, hk⟩, e₂]
    simp [embed, Matrix.one_apply]

end

end OverlappingFragments
```

Lean reports:

```
Main.lean:63:4: error: unsolved goals
case pos
n : Type u_1
inst✝¹ : Fintype n
inst✝ : DecidableEq n
M : Matrix n n ℂ
S : Finset n
hS : IsUnit (fragment M S).det
k : n
hk : k ∈ S
j : n
hF : fragment M S = (embed S)ᵀ * M * embed S
e₁ : (embed S)ᵀ * (M * paddedInv M S) = (embed S)ᵀ
e₂ : paddedInv M S * M * embed S = embed S
h : j = k
⊢ 1 = 1 k j
```

Cause. The error is in the case j = k of the first half. What remains is `1 = 1 k j`, where the left `1` is a complex number and the right side is an entry of the identity matrix. The goal is true, since `h : j = k` is at hand.

`simp [embed, h]` reduced the embedding's entry on the left to 1, but it did not use `h` to change the index `j` inside `1 k j`. The lemma for diagonal entries, `Matrix.one_apply_eq`, needs the same index written twice, so it did not fit `1 k j` and the goal stayed open.

The repair does this step explicitly. `rw [h, Matrix.one_apply_eq]` first replaces `j` by `k` throughout the goal, which turns the matrix entry into `1 k k`, and then replaces that entry by the number 1. The left side is now the embedding's entry at site `k`, and `simp [embed]` unfolds it and finds that it is 1 as well.

After these edits no error is left:

```diff
@@ -61,5 +61,6 @@
   · rw [← embed_transpose_mul_apply S (M * paddedInv M S) ⟨k, hk⟩ j, e₁]
     by_cases h : j = k
-    · simp [embed, h]
+    · rw [h, Matrix.one_apply_eq]
+      simp [embed]
     · simp [embed, h, Matrix.one_apply_ne (Ne.symm h)]
   · rw [← mul_embed_apply S (paddedInv M S * M) j ⟨k, hk⟩, e₂]
```
